# Indirect absorption in a one-phonon, parabolic-band model: two quadratic edges $2\Omega$ apart, with weight ratio $e^{-\beta\Omega}$

To read a gap off the absorption onset of an indirect semiconductor, I plot the square root of the absorption against photon energy and fit a straight line to the lowest part. I subtract that branch, take the square root of what remains, and fit a second line. The midpoint of the two intercepts gives me the gap $E_g$, and half their distance gives the phonon energy $\Omega$.

This relies on the absorption being a sum of two quadratic edges, one at $E_g-\Omega$ with a phonon absorbed and one at $E_g+\Omega$ with a phonon emitted. I also use the ratio of their weights, $n/(n+1)=e^{-\beta\Omega}$, where $n$ is the thermal phonon occupation and $\beta=1/(k_BT)$. Can this be derived rigorously from a clearly stated model, with a proof that a machine has checked?

## From shared excess energy to two edges

Yes, for independent electrons and holes in parabolic bands, with phonons of one fixed energy $\Omega$, whatever their momentum, and a constant transition strength. The Lean file below proves it, and the derivation by hand is short.

**Counting the pairs.** Suppose that a transition leaves an excess energy $W$ above the gap. The electron takes kinetic energy $x$ and the hole takes $W-x$. In three-dimensional parabolic bands the two densities of states are proportional to $\sqrt{x}$ and $\sqrt{W-x}$. Phonons of different momenta, all with the same energy, are available to take up the momentum mismatch, so every way of sharing the energy counts. Up to a constant factor, the number of available pairs per unit energy is

$$D(W)=\int_0^W \sqrt{x}\,\sqrt{W-x}\;dx \qquad (W\ge 0),$$

and $D(W)=0$ for $W<0$, where there is no energy to share.

For $W\ge 0$, substitute $x=\tfrac{W}{2}(1+t)$, so that $dx=\tfrac{W}{2}\,dt$ and $t$ runs from $-1$ to $1$. Then

$$x(W-x)=\frac{W}{2}(1+t)\cdot\frac{W}{2}(1-t)=\Big(\frac{W}{2}\Big)^2(1-t^2),$$

and therefore

$$D(W)=\Big(\frac{W}{2}\Big)^2\int_{-1}^{1}\sqrt{1-t^2}\,dt=\frac{W^2}{4}\cdot\frac{\pi}{2}=\frac{\pi W^2}{8}.$$

The last integral is the area of half a unit disc. Both cases together read $D(W)=\tfrac{\pi}{8}\max(W,0)^2$.

**Energy conservation.** Let $w$ be the photon energy. If a phonon is absorbed, the energy available is $w+\Omega$, which leaves $W=w+\Omega-E_g$. If a phonon is emitted, $W=w-\Omega-E_g$.

**Weights.** Phonon absorption carries the factor $n$ and phonon emission the factor $n+1$, where $n=1/(e^{\beta\Omega}-1)$. With a common prefactor $C$, the total absorption is

$$\alpha(w)=\frac{C\pi}{8}\Big[n\,\max(w-(E_g-\Omega),0)^2+(n+1)\,\max(w-(E_g+\Omega),0)^2\Big].$$

For $C,\beta,\Omega>0$ both weights are positive, so each branch is positive exactly above its own edge. The edges lie $(E_g+\Omega)-(E_g-\Omega)=2\Omega$ apart. For the ratio of the weights,

$$n+1=\frac{e^{\beta\Omega}}{e^{\beta\Omega}-1}=e^{\beta\Omega}\,n,\qquad\text{hence}\qquad \frac{n}{n+1}=e^{-\beta\Omega}.$$

**The branches compared.** Evaluate the emission branch at $w+2\Omega$. Its excess energy is then $w+\Omega-E_g$, the same as that of the absorption branch at $w$. The pair densities agree and only the weights differ, so

$$\alpha_{\text{abs}}(w)=e^{-\beta\Omega}\,\alpha_{\text{em}}(w+2\Omega).$$

The Boltzmann factor thus compares the branches at equal excess energy. At one and the same photon energy their ratio also contains the two different quadratic factors.

**Low temperature.** As $\beta\to\infty$ with $\Omega>0$ fixed, $e^{\beta\Omega}-1\to\infty$ and $n\to0$. The first term vanishes, the weight of the second tends to $1$, and only the edge at $E_g+\Omega$ survives.

## The model and its theorems in Lean

```lean
import Mathlib

open Real MeasureTheory Filter

namespace IndirectPhononEdges

noncomputable section

/-- The joint density of electron-hole pairs in three-dimensional parabolic bands that share the
excess energy `W`, with no restriction on their momenta, up to a constant factor. -/
def pairDensity (W : ℝ) : ℝ := ∫ x in Set.Icc 0 W, √x * √(W - x)

/-- The thermal occupation of a phonon mode of energy `Ω` at inverse temperature `β`. -/
def bose (β Ω : ℝ) : ℝ := 1 / (exp (β * Ω) - 1)

/-- Absorption of a photon of energy `w` across the gap `Eg` while a phonon is absorbed. -/
def phononAbsorption (C Eg β Ω w : ℝ) : ℝ :=
  C * bose β Ω * pairDensity (w + Ω - Eg)

/-- Absorption of a photon of energy `w` across the gap `Eg` while a phonon is emitted. -/
def phononEmission (C Eg β Ω w : ℝ) : ℝ :=
  C * (bose β Ω + 1) * pairDensity (w - Ω - Eg)

/-- The indirect absorption: the sum of the two phonon-assisted processes. -/
def indirectAbsorption (C Eg β Ω w : ℝ) : ℝ :=
  phononAbsorption C Eg β Ω w + phononEmission C Eg β Ω w

/-- The pair density is `π W² / 8` for positive excess energy and zero otherwise. -/
theorem pairDensity_eq (W : ℝ) : pairDensity W = π / 8 * (max W 0) ^ 2 := by
  rcases lt_or_ge W 0 with hneg | hW
  · -- below threshold there is no energy to share
    rw [pairDensity, Set.Icc_eq_empty (not_le_of_gt hneg), max_eq_right hneg.le]
    simp
  · rw [pairDensity, integral_Icc_eq_integral_Ioc, ← intervalIntegral.integral_of_le hW,
      max_eq_left hW]
    -- the substitution x = W (1 + t) / 2 maps the integrand to a half circle
    have h := intervalIntegral.smul_integral_comp_mul_add (a := (-1 : ℝ)) (b := 1)
      (fun x : ℝ => √x * √(W - x)) (W / 2) (W / 2)
    rw [show W / 2 * (-1) + W / 2 = 0 by ring, show W / 2 * 1 + W / 2 = W by ring] at h
    have e : (∫ t in (-1 : ℝ)..1, √(W / 2 * t + W / 2) * √(W - (W / 2 * t + W / 2)))
        = ∫ t in (-1 : ℝ)..1, W / 2 * √(1 - t ^ 2) := by
      apply intervalIntegral.integral_congr
      intro t ht
      rw [Set.uIcc_of_le (by norm_num)] at ht
      have h1 : 0 ≤ W / 2 * t + W / 2 := by
        nlinarith [mul_nonneg hW (by linarith [ht.1] : 0 ≤ t + 1)]
      change √(W / 2 * t + W / 2) * √(W - (W / 2 * t + W / 2)) = W / 2 * √(1 - t ^ 2)
      rw [← Real.sqrt_mul h1,
        show (W / 2 * t + W / 2) * (W - (W / 2 * t + W / 2)) = (W / 2) ^ 2 * (1 - t ^ 2) by ring,
        Real.sqrt_mul (sq_nonneg _), Real.sqrt_sq (by linarith)]
    rw [← h, smul_eq_mul, e, intervalIntegral.integral_const_mul, integral_sqrt_one_sub_sq]
    ring

/-- The pair density is positive exactly when the excess energy is positive. -/
theorem pairDensity_pos_iff (W : ℝ) : 0 < pairDensity W ↔ 0 < W := by
  rw [pairDensity_eq]
  constructor
  · intro h
    by_contra hW
    rw [max_eq_right (not_lt.mp hW)] at h
    simp at h
  · intro hW
    rw [max_eq_left hW.le]
    positivity

/-- The occupation of a phonon mode of positive energy is positive at every positive inverse
temperature `β`. -/
theorem bose_pos {β Ω : ℝ} (hβ : 0 < β) (hΩ : 0 < Ω) : 0 < bose β Ω := by
  have h : 1 < exp (β * Ω) := Real.one_lt_exp_iff.mpr (mul_pos hβ hΩ)
  exact one_div_pos.mpr (by linarith)

/-- Detailed balance: the weight `n` of phonon absorption is the weight `n + 1` of
phonon emission times the Boltzmann factor. -/
theorem bose_detailed_balance {β Ω : ℝ} (hβ : 0 < β) (hΩ : 0 < Ω) :
    bose β Ω = exp (-(β * Ω)) * (bose β Ω + 1) := by
  have hE : 1 < exp (β * Ω) := Real.one_lt_exp_iff.mpr (mul_pos hβ hΩ)
  have h : bose β Ω * (exp (β * Ω) - 1) = 1 :=
    one_div_mul_cancel (by linarith)
  have h1 : bose β Ω + 1 = exp (β * Ω) * bose β Ω := by linear_combination -h
  rw [h1, ← mul_assoc, ← Real.exp_add, neg_add_cancel, Real.exp_zero, one_mul]

/-- Indirect absorption is a sum of two quadratic edges with weights `n` and `n + 1`;
the phonon-absorption branch sets in at `Eg - Ω`, the phonon-emission branch at `Eg + Ω`,
and the ratio of the weights is the Boltzmann factor of the phonon. -/
theorem indirect_absorption_two_edges {C β Ω : ℝ} (Eg : ℝ)
    (hC : 0 < C) (hβ : 0 < β) (hΩ : 0 < Ω) :
    (∀ w, indirectAbsorption C Eg β Ω w =
      C * π / 8 * (bose β Ω * (max (w - (Eg - Ω)) 0) ^ 2
        + (bose β Ω + 1) * (max (w - (Eg + Ω)) 0) ^ 2)) ∧
    (∀ w, 0 < phononAbsorption C Eg β Ω w ↔ Eg - Ω < w) ∧
    (∀ w, 0 < phononEmission C Eg β Ω w ↔ Eg + Ω < w) ∧
    bose β Ω / (bose β Ω + 1) = exp (-(β * Ω)) := by
  have hn := bose_pos hβ hΩ
  have hn1 : 0 < bose β Ω + 1 := by linarith
  refine ⟨fun w => ?_, fun w => ?_, fun w => ?_, ?_⟩
  · rw [indirectAbsorption, phononAbsorption, phononEmission, pairDensity_eq, pairDensity_eq,
      show w + Ω - Eg = w - (Eg - Ω) by ring, show w - Ω - Eg = w - (Eg + Ω) by ring]
    ring
  · -- a positive weight leaves the onset to the pair density
    rw [phononAbsorption, mul_pos_iff_of_pos_left (mul_pos hC hn), pairDensity_pos_iff]
    constructor <;> intro h <;> linarith
  · rw [phononEmission, mul_pos_iff_of_pos_left (mul_pos hC hn1), pairDensity_pos_iff]
    constructor <;> intro h <;> linarith
  · rw [div_eq_iff hn1.ne']
    exact bose_detailed_balance hβ hΩ

/-- The phonon-absorption branch is the phonon-emission branch shifted down in photon
energy by `2Ω` and scaled by the Boltzmann factor of the phonon. -/
theorem phononAbsorption_eq_shifted_emission {β Ω : ℝ} (C Eg w : ℝ)
    (hβ : 0 < β) (hΩ : 0 < Ω) :
    phononAbsorption C Eg β Ω w
      = exp (-(β * Ω)) * phononEmission C Eg β Ω (w + 2 * Ω) := by
  rw [phononAbsorption, phononEmission, show w + 2 * Ω - Ω - Eg = w + Ω - Eg by ring]
  linear_combination C * pairDensity (w + Ω - Eg) * bose_detailed_balance hβ hΩ

/-- In the limit of zero temperature the indirect absorption tends to the single quadratic
edge at `Eg + Ω`. -/
theorem indirectAbsorption_zero_temperature {Ω : ℝ} (C Eg w : ℝ) (hΩ : 0 < Ω) :
    Tendsto (fun β => indirectAbsorption C Eg β Ω w) atTop
      (nhds (C * π / 8 * (max (w - (Eg + Ω)) 0) ^ 2)) := by
  -- the phonons freeze out
  have hE : Tendsto (fun β : ℝ => exp (β * Ω) + (-1)) atTop atTop :=
    tendsto_atTop_add_const_right _ _
      (Real.tendsto_exp_atTop.comp (tendsto_id.atTop_mul_const hΩ))
  have hn : Tendsto (fun β => bose β Ω) atTop (nhds 0) := by
    refine (tendsto_inv_atTop_zero.comp hE).congr fun β => ?_
    simp [bose, sub_eq_add_neg]
  have h := ((hn.const_mul C).mul_const (pairDensity (w + Ω - Eg))).add
    (((hn.add_const 1).const_mul C).mul_const (pairDensity (w - Ω - Eg)))
  have hlim : C * 0 * pairDensity (w + Ω - Eg) + C * (0 + 1) * pairDensity (w - Ω - Eg)
      = C * π / 8 * (max (w - (Eg + Ω)) 0) ^ 2 := by
    rw [pairDensity_eq (w - Ω - Eg), show w - Ω - Eg = w - (Eg + Ω) by ring]
    ring
  rw [hlim] at h
  exact h

end

end IndirectPhononEdges
```

```lean
#print axioms IndirectPhononEdges.indirect_absorption_two_edges
-- 'IndirectPhononEdges.indirect_absorption_two_edges' depends on axioms: [propext, Classical.choice, Quot.sound]
#print axioms IndirectPhononEdges.phononAbsorption_eq_shifted_emission
-- 'IndirectPhononEdges.phononAbsorption_eq_shifted_emission' depends on axioms: [propext, Classical.choice, Quot.sound]
#print axioms IndirectPhononEdges.indirectAbsorption_zero_temperature
-- 'IndirectPhononEdges.indirectAbsorption_zero_temperature' depends on axioms: [propext, Classical.choice, Quot.sound]
```

## What the definitions and theorems say

All quantities are real numbers, and `Ω` is an energy, so no $\hbar$ appears. `pairDensity W` is the integral over the closed interval from $0$ to $W$, which is the empty set for negative `W`. `bose β Ω` is $n$. `phononAbsorption` and `phononEmission` are the two branches as functions of the photon energy `w`, and `indirectAbsorption` is their sum.

The constant `C` stands for the squared optical and electron-phonon matrix elements, the energy denominators of the intermediate states, and the band-mass factors. The model takes it to be independent of photon energy and equal for both branches.

The main theorem, `indirect_absorption_two_edges`, assumes `0 < C`, `0 < β` and `0 < Ω`, and places no condition on `Eg`. It has four parts:

1. For every `w`, the total absorption equals the closed formula for $\alpha(w)$ above.
2. The phonon-absorption branch is positive if and only if `Eg - Ω < w`.
3. The phonon-emission branch is positive if and only if `Eg + Ω < w`.
4. The weights satisfy `bose β Ω / (bose β Ω + 1) = exp (-(β * Ω))`.

The second and third parts are strict: exactly at its edge a branch is zero.

Two further theorems hold for any real `C`; both assume `0 < Ω`, and the first also assumes `0 < β`. `phononAbsorption_eq_shifted_emission` expresses the absorption branch as the emission branch displaced by $2\Omega$ and scaled by the Boltzmann factor. `indirectAbsorption_zero_temperature` gives the limit $\beta\to\infty$ separately at each fixed photon energy, with the gap held constant.

The weights $n$ and $n+1$, the square-root densities of states and the energy balance enter as definitions; they are not derived from a Hamiltonian or from second-order perturbation theory. Excitonic effects, phonons of different energies, a temperature-dependent gap and a photon-energy dependence of `C` are absent. A real spectrum may therefore depart from the two-line fit even where the mathematics is exact. The closed formula can serve as a reference curve for a numerical calculation of phonon-assisted absorption that makes the same assumptions, including parabolic bands and a constant `C`.

## How the proof follows the derivation

**The integral.** `pairDensity_eq` splits on the sign of `W`. For `W < 0` the interval is rewritten as the empty set, and the integral over it is zero. For `0 ≤ W` the set integral becomes an ordinary integral from $0$ to $W$, and `intervalIntegral.smul_integral_comp_mul_add` performs the substitution $x=\tfrac W2 t+\tfrac W2$. The two `show` rewrites that follow confirm that $t=-1$ and $t=1$ map to the endpoints $0$ and $W$.

The equation `e` then simplifies the integrand pointwise. Merging the two square roots into one requires the first radicand to be non-negative, which `h1` supplies from $t\ge-1$. After that, `ring` checks the factorisation of $x(W-x)$, and $\sqrt{(W/2)^2}=W/2$ holds because $W\ge0$. Mathlib's `integral_sqrt_one_sub_sq` contributes the half-disc area $\pi/2$.

`pairDensity_pos_iff` reads the threshold off this formula: the density is positive exactly when `W` is.

**The phonon weights.** `bose_pos` uses $e^{\beta\Omega}>1$ to show that $n>0$. `bose_detailed_balance` starts from $n(e^{\beta\Omega}-1)=1$, rearranges it to $n+1=e^{\beta\Omega}n$, and multiplies by $e^{-\beta\Omega}$. The result is stated as $n=e^{-\beta\Omega}(n+1)$, without a quotient.

**The two edges.** The main theorem assembles these facts part by part. For the closed formula, the definitions are unfolded, both pair densities are replaced by their values, and the excess energies are rewritten as distances from the edges. For the onsets, `mul_pos_iff_of_pos_left` removes the positive weight, $Cn$ or $C(n+1)$, so that the sign of the branch is the sign of the pair density; `linarith` turns the condition on the excess energy into one on `w`. For the ratio, `div_eq_iff` clears the non-zero denominator $n+1$ and leaves exactly the relation from `bose_detailed_balance`.

**Shift and limit.** In the shift theorem, a rewrite shows that the two excess energies coincide. `linear_combination` then multiplies the relation between the weights by `C` and the common pair density.

In the zero-temperature theorem, `hE` states that $e^{\beta\Omega}-1$ tends to infinity, and `hn` concludes that its inverse $n$ tends to zero. The limit is carried through the products and the sum in `h`, since the pair densities don't depend on $\beta$. Finally, `hlim` identifies the limiting value as the single quadratic edge at $E_g+\Omega$.
